# The ring diagram (1/n) tr((VG)ⁿ) generates (VG)ⁿ⁻¹V with unit weight for n ≥ 1

## Cutting a propagator line

A self-consistent diagrammatic calculation often starts from a functional Φ[G], a sum of closed diagrams built from a propagator G and an interaction V, and obtains the self-energy Σ by removing one propagator line from each diagram in every possible way. With sign and temperature factors absorbed into the definitions of Φ and of the trace, this rule reads for a variation δG

δΦ = tr(Σ δG).

The weight with which a diagram enters Σ is its prefactor in Φ times the number of equivalent lines that can be cut. For a closed ring of n ≥ 1 identical links VG there are n such lines, so a prefactor 1/n leaves the weight 1. These notes establish this count for finite complex matrices that need not commute.

## Rings of n links

Let V, G and H be complex square matrices of the same size, with rows and columns labelled by a finite set of sites or orbitals, possibly combined with spin and a finite grid of frequencies. For an integer n ≥ 1 define the ring diagram and the ring self-energy

Φₙ[G] = (1/n) tr((VG)ⁿ),

Σₙ[G] = (VG)ⁿ⁻¹ V.

The variation is δG = sH, with s a complex number and H a fixed direction. The main result is

d/ds Φₙ[G + sH] at s = 0 equals tr(Σₙ[G] H).

Each link here holds one V and one G, and the name self-energy refers only to the formal rule δΦ = tr(Σ δG). If G is read as a one-particle propagator, V is a one-body matrix; for n ≥ 2 the chain Σₙ then falls apart when one G line is cut, so it is the order-n term of a multiple-scattering series rather than an irreducible self-energy, and the ring is not one of the skeleton diagrams kept in a self-consistent Φ. In the ring diagrams of the random-phase and GW functionals for Hubbard-type models the object between two interaction lines is a particle-hole bubble, made of two one-particle propagators. The result then describes the variation with respect to the whole bubble on a finite index set, and, with the sign and spin factors of the bubble included in G, Σₙ is the order-n term of the screened interaction. The further chain rule from the bubble to the one-particle propagator is not treated.

## Product rule under the trace

Let A, B and C be matrices of the same size. The first step is

d/ds tr(C (A + sB)ⁿ) at s = 0 equals ∑ₖ tr(C Aᵏ B Aⁿ⁻¹⁻ᵏ), with k = 0, …, n − 1.

It follows by induction on n, for all C at once. For n = 0 the function is the constant tr C and the sum is empty. For the step from n to n + 1, split off the leftmost factor:

tr(C (A + sB)ⁿ⁺¹) = tr(CA (A + sB)ⁿ) + s tr(CB (A + sB)ⁿ).

The first term is the case n with CA in place of C, so its derivative is

∑ₖ tr(C Aᵏ⁺¹ B Aⁿ⁻¹⁻ᵏ), k = 0, …, n − 1.

These are the terms of the order n + 1 formula with B at positions 1 to n, because n − 1 − k = n − (k + 1). The second term is s times a differentiable function, so its derivative at s = 0 is the value of that function there, tr(C B Aⁿ), which is the term with B at position 0.

## Cyclicity and the symmetry factor

Set C = 1. The trace is cyclic, so for every k from 0 to n − 1

tr(Aᵏ B Aⁿ⁻¹⁻ᵏ) = tr(Aⁿ⁻¹⁻ᵏ Aᵏ B) = tr(Aⁿ⁻¹ B),

and the n equal terms give

d/ds tr((A + sB)ⁿ) at s = 0 equals n tr(Aⁿ⁻¹ B).

Since V(G + sH) = VG + s VH, the choice A = VG and B = VH yields

d/ds Φₙ[G + sH] at s = 0 equals (1/n) n tr((VG)ⁿ⁻¹ V H) = tr(Σₙ H).

## Matrix elements, uniqueness and finite sums

Let E be the matrix with 1 in row j, column i and 0 elsewhere. For any matrix S, with k and l running over the index set,

tr(S E) = ∑ Sₖₗ Eₗₖ = Sᵢⱼ.

Taking H = E varies the single element Gⱼᵢ, so

∂Φₙ/∂Gⱼᵢ = (Σₙ)ᵢⱼ,

with the indices in opposite order. If a matrix S gives the derivative as tr(S H) for every H, then H = E forces Sᵢⱼ = (Σₙ)ᵢⱼ for all i and j, so S = Σₙ. The converse is the main result.

For complex weights cₙ and a highest order N, linearity of the derivative and of the trace gives

d/ds ∑ₙ cₙ Φₙ[G + sH] at s = 0 equals tr((∑ₙ cₙ Σₙ) H), n = 1, …, N.

The weights stand for the signs, spin multiplicities and overall factors that a given convention attaches to the ring of order n.

## Two trace identities

Closing the self-energy with the propagator restores the ring without its symmetry factor:

tr(Σₙ G) = tr((VG)ⁿ⁻¹ VG) = tr((VG)ⁿ) = n Φₙ.

Now let X be a matrix with VX = XV. Then exp(sX) V exp(−sX) = V for every complex s, and XG − GX is the derivative of exp(sX) G exp(−sX) at s = 0. This is a symmetry of the matrix V. If V holds the elements of a two-body interaction, it need not be a symmetry of the interaction operator, since an on-site V proportional to the unit matrix commutes with every X. Moving X through V and then rotating the last link,

tr((VG)ⁿ⁻¹ V X G) = tr((VG)ⁿ⁻¹ X VG) = tr(VG (VG)ⁿ⁻¹ X) = tr((VG)ⁿ⁻¹ V G X),

and therefore

tr(Σₙ (XG − GX)) = 0.

With H = XG − GX in the main result, Φₙ is stationary in that direction. Identities of this type enter the argument that Φ-derivable approximations respect conservation laws; for this finite matrix ring the trace identity is all that is shown, with no time evolution and no continuity equation.

## Lowest order, one site and two sites

At n = 1 the ring is Φ₁ = tr(VG), which is linear in G, and Σ₁ = V. For 1 × 1 matrices with entries v and g, the result is the elementary derivative of (vg)ⁿ/n with respect to g, namely vⁿgⁿ⁻¹. On two sites labelled 0 and 1, take V with diagonal elements 1 and off-diagonal elements 2, G = diag(1, 3), and X the exchange of the sites. Then X commutes with V, while (XG)₀₁ = 3 and (GX)₀₁ = 1, so the commutator identity applies to a nonzero XG − GX.

## The Lean objects and their physical reading

The index set is a finite type `ι`, and V, G, H, S and X have type `Matrix ι ι ℂ`. No Hermiticity, positivity or invertibility is assumed. The definitions `ringDiagram V n G` and `ringSelfEnergy V n G` are Φₙ[G] and Σₙ[G]. The trace is the plain sum of diagonal elements, without temperature prefactor, fermionic sign or convergence factor. `HasDerivAt f d 0` says that the function f of complex s is differentiable at 0 with derivative d.

The theorem `hasDerivAt_ringDiagram` reads: for all V, G, H and n with `1 ≤ n`, the function of s given by `ringDiagram V n (G + s • H)` has derivative `trace (ringSelfEnergy V n G * H)` at 0. The hypothesis excludes n = 0, where Lean's conventions 1/0 = 0 and 0 − 1 = 0 make Φ₀ vanish and Σ₀ equal V, so that the formula would claim tr(VH) = 0.

The matrix E is `single j i (1 : ℂ)`, and `hasDerivAt_ringDiagram_element` gives the derivative `ringSelfEnergy V n G i j`. The equivalence `generates_iff_eq_ringSelfEnergy` is the uniqueness statement. In `hasDerivAt_ringSum` the orders run over `Finset.Icc 1 N`, which is empty for N = 0. The two identities are `trace_ringSelfEnergy_mul`, for n ≥ 1, and `trace_ringSelfEnergy_commutator`, whose hypothesis `hX : V * X = X * V` is assumed for a given X and which carries no condition on n.

The derivatives are first-order and taken along straight lines G + sH with V held fixed. The prefactor 1/n is part of the definition and is not obtained from a perturbation expansion. Infinite sums over n, continuous frequencies and other diagram topologies are not covered.

## The Lean file

```lean
import Mathlib

open Matrix

namespace RingDiagramSelfEnergy

noncomputable section

variable {ι : Type*} [Fintype ι] [DecidableEq ι]

/-- The ring diagram of order `n`, with interaction `V`, propagator `G` and symmetry
factor `1/n`: `Φₙ[G] = (1/n) tr((V G)ⁿ)`. -/
def ringDiagram (V : Matrix ι ι ℂ) (n : ℕ) (G : Matrix ι ι ℂ) : ℂ :=
  (1 / (n : ℂ)) * trace ((V * G) ^ n)

/-- The ring self-energy, for `n ≥ 1` the open chain left by cutting one `G` line of the ring of
order `n`: `Σₙ[G] = (V G)ⁿ⁻¹ V`. -/
def ringSelfEnergy (V : Matrix ι ι ℂ) (n : ℕ) (G : Matrix ι ι ℂ) : Matrix ι ι ℂ :=
  (V * G) ^ (n - 1) * V

/-- Product rule under the trace: the derivative of `tr(C (A + sB)ⁿ)` at `s = 0` is the sum
over the `n` positions at which one factor `A` is replaced by `B`. -/
theorem hasDerivAt_trace_mul_pow (A B C : Matrix ι ι ℂ) (n : ℕ) :
    HasDerivAt (fun s : ℂ => trace (C * (A + s • B) ^ n))
      (∑ k ∈ Finset.range n, trace (C * A ^ k * B * A ^ (n - 1 - k))) 0 := by
  induction n generalizing C with
  | zero =>
    simp only [pow_zero, mul_one, Finset.range_zero, Finset.sum_empty]
    exact hasDerivAt_const _ _
  | succ n ih =>
    -- split off the first factor `A + sB` and absorb it into `C`
    have hf : (fun s : ℂ => trace (C * (A + s • B) ^ (n + 1))) =
        fun s : ℂ => trace (C * A * (A + s • B) ^ n)
          + s * trace (C * B * (A + s • B) ^ n) := by
      funext s
      rw [pow_succ', ← mul_assoc, mul_add, add_mul, trace_add, mul_smul_comm,
        smul_mul_assoc, trace_smul, smul_eq_mul]
    have h := (ih (C * A)).fun_add ((hasDerivAt_id' (0 : ℂ)).fun_mul (ih (C * B)))
    have hs : ∑ k ∈ Finset.range n, trace (C * A ^ (k + 1) * B * A ^ (n + 1 - 1 - (k + 1)))
        = ∑ k ∈ Finset.range n, trace (C * A * A ^ k * B * A ^ (n - 1 - k)) := by
      refine Finset.sum_congr rfl fun k _ => ?_
      rw [show n + 1 - 1 - (k + 1) = n - 1 - k by omega, pow_succ' A k, mul_assoc C A]
    rw [hf]
    refine h.congr_deriv ?_
    rw [Finset.sum_range_succ', hs]
    simp

/-- On a closed ring the `n` positions contribute equally: the derivative of
`tr((A + sB)ⁿ)` at `s = 0` is `n tr(Aⁿ⁻¹ B)`. -/
theorem hasDerivAt_trace_pow (A B : Matrix ι ι ℂ) (n : ℕ) :
    HasDerivAt (fun s : ℂ => trace ((A + s • B) ^ n)) (n * trace (A ^ (n - 1) * B)) 0 := by
  have h := hasDerivAt_trace_mul_pow A B 1 n
  simp only [one_mul] at h
  -- cyclicity of the trace identifies all cuts
  have hc : ∀ k ∈ Finset.range n,
      trace (A ^ k * B * A ^ (n - 1 - k)) = trace (A ^ (n - 1) * B) := by
    intro k hk
    have hk' := Finset.mem_range.mp hk
    rw [trace_mul_cycle, ← pow_add, show n - 1 - k + k = n - 1 by omega]
  refine h.congr_deriv ?_
  rw [Finset.sum_congr rfl hc, Finset.sum_const, Finset.card_range, nsmul_eq_mul]

/-- For `n ≥ 1` the derivative of the ring diagram `Φₙ[G + sH]` at `s = 0` is
`tr(Σₙ[G] H) = tr((V G)ⁿ⁻¹ V H)`, with unit weight. -/
theorem hasDerivAt_ringDiagram (V G H : Matrix ι ι ℂ) {n : ℕ} (hn : 1 ≤ n) :
    HasDerivAt (fun s : ℂ => ringDiagram V n (G + s • H))
      (trace (ringSelfEnergy V n G * H)) 0 := by
  have hn' : (n : ℂ) ≠ 0 := Nat.cast_ne_zero.mpr (by omega)
  have hf : (fun s : ℂ => ringDiagram V n (G + s • H)) =
      fun s : ℂ => (1 / (n : ℂ)) * trace ((V * G + s • (V * H)) ^ n) := by
    funext s
    rw [ringDiagram, mul_add, mul_smul_comm]
  rw [hf]
  refine ((hasDerivAt_trace_pow (V * G) (V * H) n).const_mul (1 / (n : ℂ))).congr_deriv ?_
  -- the symmetry factor `1/n` cancels the number of cuts
  rw [ringSelfEnergy, mul_assoc ((V * G) ^ (n - 1)) V H, ← mul_assoc,
    one_div_mul_cancel hn', one_mul]

/-- The trace pairing of `S` with the elementary matrix at position `(j, i)` is the
element `S i j`. -/
theorem trace_mul_elementary (S : Matrix ι ι ℂ) (i j : ι) :
    trace (S * single j i (1 : ℂ)) = S i j := by
  simp [Matrix.trace_mul_single]

/-- For `n ≥ 1` the derivative of the ring diagram with respect to the single propagator
element `G j i` is the self-energy element `Σₙ[G] i j`. -/
theorem hasDerivAt_ringDiagram_element (V G : Matrix ι ι ℂ) {n : ℕ} (hn : 1 ≤ n) (i j : ι) :
    HasDerivAt (fun s : ℂ => ringDiagram V n (G + s • single j i (1 : ℂ)))
      (ringSelfEnergy V n G i j) 0 :=
  (hasDerivAt_ringDiagram V G (single j i 1) hn).congr_deriv (trace_mul_elementary _ i j)

/-- For `n ≥ 1` a matrix `S` gives the derivative of `Φₙ[G + sH]` as `tr(S H)` for every
direction `H` if and only if `S = Σₙ[G]`. -/
theorem generates_iff_eq_ringSelfEnergy (V G S : Matrix ι ι ℂ) {n : ℕ} (hn : 1 ≤ n) :
    (∀ H : Matrix ι ι ℂ,
      HasDerivAt (fun s : ℂ => ringDiagram V n (G + s • H)) (trace (S * H)) 0)
      ↔ S = ringSelfEnergy V n G := by
  constructor
  · intro h
    ext i j
    rw [← trace_mul_elementary S i j]
    exact (h (single j i 1)).unique (hasDerivAt_ringDiagram_element V G hn i j)
  · rintro rfl H
    exact hasDerivAt_ringDiagram V G H hn

/-- A sum of ring diagrams of orders `1, …, N` with weights `c` has as derivative the trace
pairing of `H` with the sum of the ring self-energies carrying the same weights. -/
theorem hasDerivAt_ringSum (V G H : Matrix ι ι ℂ) (c : ℕ → ℂ) (N : ℕ) :
    HasDerivAt (fun s : ℂ => ∑ n ∈ Finset.Icc 1 N, c n * ringDiagram V n (G + s • H))
      (trace ((∑ n ∈ Finset.Icc 1 N, c n • ringSelfEnergy V n G) * H)) 0 := by
  have h := HasDerivAt.fun_sum (u := Finset.Icc 1 N) fun n hn =>
    (hasDerivAt_ringDiagram V G H (Finset.mem_Icc.mp hn).1).const_mul (c n)
  refine h.congr_deriv ?_
  rw [Finset.sum_mul, trace_sum]
  refine Finset.sum_congr rfl fun n _ => ?_
  rw [smul_mul_assoc, trace_smul, smul_eq_mul]

/-- For `n ≥ 1`, closing the self-energy with the propagator gives `n` times the ring
diagram: `tr(Σₙ[G] G) = n Φₙ[G]`. -/
theorem trace_ringSelfEnergy_mul (V G : Matrix ι ι ℂ) {n : ℕ} (hn : 1 ≤ n) :
    trace (ringSelfEnergy V n G * G) = n * ringDiagram V n G := by
  have hn' : (n : ℂ) ≠ 0 := Nat.cast_ne_zero.mpr (by omega)
  rw [ringSelfEnergy, ringDiagram, mul_assoc ((V * G) ^ (n - 1)) V G, ← pow_succ,
    Nat.sub_add_cancel hn, ← mul_assoc (n : ℂ), mul_one_div_cancel hn', one_mul]

/-- If `X` commutes with the interaction `V`, the ring self-energy has zero trace pairing
with the commutator `X G - G X`. -/
theorem trace_ringSelfEnergy_commutator (V G X : Matrix ι ι ℂ) (n : ℕ)
    (hX : V * X = X * V) :
    trace (ringSelfEnergy V n G * (X * G - G * X)) = 0 := by
  -- move `X` through `V`, then rotate the last link `V G` around the ring
  have h1 : (V * G) ^ (n - 1) * V * (X * G) = (V * G) ^ (n - 1) * X * (V * G) := by
    calc (V * G) ^ (n - 1) * V * (X * G) = (V * G) ^ (n - 1) * (V * X) * G := by
          simp only [mul_assoc]
      _ = (V * G) ^ (n - 1) * X * (V * G) := by
          rw [hX]
          simp only [mul_assoc]
  have h2 : (V * G) ^ (n - 1) * V * (G * X) = V * G * (V * G) ^ (n - 1) * X := by
    rw [← pow_succ', pow_succ]
    simp only [mul_assoc]
  rw [ringSelfEnergy, mul_sub, trace_sub, h1, h2,
    trace_mul_cycle ((V * G) ^ (n - 1)) X (V * G), sub_self]

/-- On two sites the exchange matrix commutes with the interaction `!![1, 2; 2, 1]` and does
not commute with the propagator `!![1, 0; 0, 3]`. -/
theorem trace_ringSelfEnergy_commutator_witness :
    (!![1, 2; 2, 1] * !![0, 1; 1, 0] : Matrix (Fin 2) (Fin 2) ℂ)
        = !![0, 1; 1, 0] * !![1, 2; 2, 1] ∧
      (!![0, 1; 1, 0] * !![1, 0; 0, 3] : Matrix (Fin 2) (Fin 2) ℂ)
        ≠ !![1, 0; 0, 3] * !![0, 1; 1, 0] := by
  constructor
  · ext i j
    fin_cases i <;> fin_cases j <;> simp [Matrix.mul_apply, Fin.sum_univ_succ]
  · intro h
    have h01 := congrFun (congrFun h 0) 1
    norm_num [Matrix.mul_apply, Fin.sum_univ_succ] at h01

end

end RingDiagramSelfEnergy
```

```lean
#print axioms RingDiagramSelfEnergy.hasDerivAt_ringDiagram
#print axioms RingDiagramSelfEnergy.generates_iff_eq_ringSelfEnergy
#print axioms RingDiagramSelfEnergy.trace_ringSelfEnergy_mul
#print axioms RingDiagramSelfEnergy.trace_ringSelfEnergy_commutator
```

```
'RingDiagramSelfEnergy.hasDerivAt_ringDiagram' depends on axioms: [propext, Classical.choice, Quot.sound]
'RingDiagramSelfEnergy.generates_iff_eq_ringSelfEnergy' depends on axioms: [propext, Classical.choice, Quot.sound]
'RingDiagramSelfEnergy.trace_ringSelfEnergy_mul' depends on axioms: [propext, Classical.choice, Quot.sound]
'RingDiagramSelfEnergy.trace_ringSelfEnergy_commutator' depends on axioms: [propext, Classical.choice, Quot.sound]
```

## How the tactics follow the algebra

In `hasDerivAt_trace_mul_pow` the line `induction n generalizing C` keeps the hypothesis available for CA and CB. The equation `hf` splits off the leftmost factor. The derivative `h` combines `ih (C * A)` with the product rule for s times the CB term, where `ih (C * B)` supplies differentiability and its derivative is multiplied by s = 0. The equation `hs` is the index shift from k to k + 1, and `Finset.sum_range_succ'` separates the term at position 0.

In `hasDerivAt_trace_pow` the case C = 1 is combined with `hc`, where `trace_mul_cycle` moves the last factor to the front and `pow_add` merges the powers. The bound k < n gives n − 1 − k + k = n − 1. The sum of n equal terms becomes the factor n.

In `hasDerivAt_ringDiagram`, `hf` writes V(G + sH) as VG + s VH, `const_mul` attaches 1/n, and `one_div_mul_cancel hn'` cancels it against n. The lemma `trace_mul_elementary` is tr(S E) = Sᵢⱼ and converts the main theorem into the element form. The forward direction of the equivalence compares two derivatives of the same function through `unique`, element by element. The weighted sum uses `HasDerivAt.fun_sum` and moves the sum out of the trace.

For tr(Σₙ G), `pow_succ` and `Nat.sub_add_cancel hn` rebuild (VG)ⁿ. For the commutator, `h1` moves X through V, `h2` moves the last link to the left of the power, and one cyclic rotation makes the two traces equal. The theorem `trace_ringSelfEnergy_commutator_witness` checks VX = XV entry by entry and refutes XG = GX at the entry (0, 1).

## Use in a program

The following remarks on numerical practice go beyond the theorems above. A program can build the self-energies by the recursion

Σ₁ = V, Σₙ₊₁ = VG Σₙ,

and obtain each diagram from Φₙ = tr(Σₙ G)/n without a separate matrix power. A routine for Σ can be compared with a routine for Φ through a central difference with a small step ε,

(Φₙ[G + εH] − Φₙ[G − εH]) / (2ε) ≈ tr(Σₙ H).

An array that stores ∂Φₙ/∂Gᵢⱼ at position (i, j) holds the transpose of Σₙ. With symmetric V and G the matrix Σₙ is symmetric and a missing transposition stays invisible. The same happens for any V and G when H is symmetric, because then tr(Σₙᵀ H) = tr(Σₙ H). The comparison should therefore use a non-symmetric Σₙ together with a non-symmetric direction, for example H = E for indices i and j with (Σₙ)ᵢⱼ ≠ (Σₙ)ⱼᵢ.
